# No single von Weizsäcker coefficient matches the $x^2$ terms of the inverse Lindhard function at both long and short wavelength

If I fix the coefficient $\lambda$ in a Thomas-Fermi plus $\lambda$ von Weizsäcker kinetic functional by looking at slowly varying densities, the stiffness of the electron gas against very short density waves comes out too small by a factor approaching nine. If I fix it by looking at short waves, the first gradient correction at long wavelength is nine times too large.

I understand that this comes from the static Lindhard function of the non-interacting gas, whose two limits call for $\lambda=1/9$ and $\lambda=1$. Can this be derived in full, with a proof that a machine has checked?

## The two limits call for 1/9 and 1

Yes. Let $k_F$ be the Fermi wavevector, $q$ the wavevector of the density wave and $x=q/(2k_F)$. The Lindhard function is
$$F(x)=\frac12+\frac{1-x^2}{4x}\,L(x),\qquad L(x)=\ln\left|\frac{1+x}{1-x}\right|.$$

**Small $x$.** Since $L=2x+\tfrac23x^3+\tfrac25x^5+O(x^7)$,
$$F=\frac12+(1-x^2)\left(\frac12+\frac{x^2}{6}+\frac{x^4}{10}+O(x^6)\right)=1-\frac{x^2}{3}-\frac{x^4}{15}+O(x^6).$$
Write $1-F=x^2\left(\tfrac13+x^2Q\right)$, which defines $Q(x)$, with $Q\to\tfrac1{15}$. Then
$$\frac{1/F-1}{x^2}=\frac{1-F}{x^2F}=\frac{\tfrac13+x^2Q}{F}\to\frac13.$$

**Large $x$.** Replacing $x$ by $1/x$ reverses the sign of $(1-x^2)/(4x)$ and leaves $L$ unchanged, so $F(1/x)=1-F(x)$. With $y=1/x$ this gives $F(x)=1-F(y)=y^2\left(\tfrac13+y^2Q(y)\right)$, and therefore
$$\frac1{F(x)}-3x^2=\frac{1-3\left(\tfrac13+y^2Q(y)\right)}{y^2\left(\tfrac13+y^2Q(y)\right)}=\frac{-3Q(y)}{\tfrac13+y^2Q(y)}\to-\frac35.$$

**The gradient-corrected model.** In atomic units, for a density $n(r)$ varying along one direction, the kinetic potential is
$$v=\frac{k_F(n)^2}{2}+\lambda\left(\frac{n'^2}{8n^2}-\frac{n''}{4n}\right),\qquad k_F(n)=(3\pi^2n)^{1/3}.$$
Insert $n=n_0+\varepsilon\cos(qr)$ and take the coefficient of $\varepsilon$ in $v$, which is the first-order change per unit amplitude. Because $dk_F/dn=k_F/(3n)$, the first term contributes $\frac{k_F^2}{3n_0}\cos(qr)$. The squared gradient is of second order, and the last term contributes $\frac{\lambda q^2}{4n_0}\cos(qr)$. The sum is
$$\frac{k_F^2}{3n_0}\left(1+3\lambda x^2\right)\cos(qr).$$
The non-interacting gas has the same prefactor multiplied by $1/F$, so $1+3\lambda x^2$ is to be compared with $1/F$.

**Matching.** The quantity $(1/F-1-3\lambda x^2)/x^2$ tends to $\tfrac13-3\lambda$ as $x\to0$ and to $3-3\lambda$ as $x\to\infty$. These vanish only for $\lambda=\tfrac19$ and $\lambda=1$ respectively.

```lean
import Mathlib

open Filter Topology

namespace LindhardGradient

noncomputable section

/-- The static Lindhard function of the three-dimensional electron gas, with `x = q / (2 k_F)`.
The formula is meant for `x ≠ 0` and `x ≠ ±1`; at `x = ±1` it returns the continuous value `1/2`. -/
def lindhard (x : ℝ) : ℝ :=
  1 / 2 + (1 - x ^ 2) / (4 * x) * Real.log |(1 + x) / (1 - x)|

/-- What remains of `1 - F(x)` after removing `x² / 3`, in units of `x⁴`, for `x ≠ 0`. -/
def quarticPart (x : ℝ) : ℝ := (1 - lindhard x - x ^ 2 / 3) / x ^ 4

/-- The Fermi wavevector of a uniform, spin-unpolarised, three-dimensional electron gas of density
`n ≥ 0`. -/
def fermiWavevector (n : ℝ) : ℝ := (3 * Real.pi ^ 2 * n) ^ (1 / 3 : ℝ)

/-- The kinetic potential (atomic units) of Thomas-Fermi theory plus `lam` times the
von Weizsaecker term, for a positive density `n` that varies along one direction. -/
def kineticPotential (lam : ℝ) (n : ℝ → ℝ) (r : ℝ) : ℝ :=
  fermiWavevector (n r) ^ 2 / 2 +
    lam * ((deriv n r) ^ 2 / (8 * n r ^ 2) - deriv (deriv n) r / (4 * n r))

/-- The stiffness factor `1 + 3 lam x²` of the gradient-corrected model. -/
def gradientStiffness (lam x : ℝ) : ℝ := 1 + 3 * lam * x ^ 2

/-- For `|x| ≤ 1/2` the Lindhard logarithm equals its fifth-order expansion up to `4 |x|⁷`. -/
theorem log_expansion {x : ℝ} (hx : |x| ≤ 1 / 2) :
    |Real.log |(1 + x) / (1 - x)| - (2 * x + 2 * x ^ 3 / 3 + 2 * x ^ 5 / 5)|
      ≤ 4 * |x| ^ 7 := by
  have key : ∀ t : ℝ, |t| ≤ 1 / 2 →
      |t + t ^ 2 / 2 + t ^ 3 / 3 + t ^ 4 / 4 + t ^ 5 / 5 + t ^ 6 / 6 + Real.log (1 - t)|
        ≤ 2 * |t| ^ 7 := by
    intro t ht
    have h := Real.abs_log_sub_add_sum_range_le (x := t) (by linarith) 6
    have hs : ∑ i ∈ Finset.range 6, t ^ (i + 1) / ((i : ℝ) + 1) =
        t + t ^ 2 / 2 + t ^ 3 / 3 + t ^ 4 / 4 + t ^ 5 / 5 + t ^ 6 / 6 := by
      simp only [Finset.sum_range_succ, Finset.sum_range_zero]
      push_cast
      ring
    rw [hs] at h
    refine h.trans ?_
    rw [div_le_iff₀ (by linarith)]
    rw [show 6 + 1 = 7 from rfl]
    nlinarith [mul_nonneg (pow_nonneg (abs_nonneg t) 7) (by linarith : 0 ≤ 1 - 2 * |t|)]
  have h1 := abs_le.mp (key x hx)
  have h2 := key (-x) (by rwa [abs_neg])
  rw [abs_neg, sub_neg_eq_add] at h2
  have h3 := abs_le.mp h2
  have hb := abs_le.mp hx
  rw [Real.log_abs, Real.log_div (by linarith) (by linarith), abs_le]
  constructor <;> linarith [h1.1, h1.2, h3.1, h3.2]

/-- The square of the wavevector vanishes in the long-wavelength limit. -/
private theorem sq_limit : Tendsto (fun x : ℝ => x ^ 2) (𝓝[≠] 0) (𝓝 0) := by
  have h : Tendsto (fun x : ℝ => x ^ 2) (𝓝 0) (𝓝 (0 ^ 2)) := (continuous_pow 2).tendsto 0
  rw [zero_pow two_ne_zero] at h
  exact h.mono_left nhdsWithin_le_nhds

/-- At long wavelength `(1 - F(x) - x²/3) / x⁴` tends to `1/15`. -/
theorem quarticPart_limit : Tendsto quarticPart (𝓝[≠] 0) (𝓝 (1 / 15)) := by
  rw [← tendsto_sub_nhds_zero_iff]
  refine squeeze_zero_norm' (a := fun x : ℝ => 2 * x ^ 2) ?_
    (by simpa only [mul_zero] using sq_limit.const_mul 2)
  have hsmall : ∀ᶠ x in 𝓝[≠] (0 : ℝ), |x| < 1 / 2 :=
    eventually_nhdsWithin_of_eventually_nhds
      ((continuous_abs.tendsto (0 : ℝ)).eventually_lt_const (by norm_num))
  filter_upwards [hsmall, self_mem_nhdsWithin] with x hx hx0
  have hne : x ≠ 0 := hx0
  have hlog := log_expansion hx.le
  have hb := abs_lt.mp hx
  unfold quarticPart lindhard
  generalize Real.log |(1 + x) / (1 - x)| = L at hlog ⊢
  -- separate the sixth-order term from the error of the logarithm
  have e : (1 - (1 / 2 + (1 - x ^ 2) / (4 * x) * L) - x ^ 2 / 3) / x ^ 4 - 1 / 15 =
      x ^ 2 / 10 -
        (1 - x ^ 2) * (L - (2 * x + 2 * x ^ 3 / 3 + 2 * x ^ 5 / 5)) / (4 * x ^ 5) := by
    field_simp
    ring
  have hone : |1 - x ^ 2| ≤ 1 := by
    rw [abs_le]
    constructor <;> nlinarith
  have hR : |(1 - x ^ 2) * (L - (2 * x + 2 * x ^ 3 / 3 + 2 * x ^ 5 / 5)) / (4 * x ^ 5)|
      ≤ x ^ 2 := by
    rw [abs_div, abs_mul (1 - x ^ 2), div_le_iff₀ (abs_pos.mpr (by positivity))]
    calc _ ≤ 1 * (4 * |x| ^ 7) := mul_le_mul hone hlog (abs_nonneg _) zero_le_one
      _ = x ^ 2 * |4 * x ^ 5| := by
        rw [abs_mul, abs_pow, ← sq_abs x, abs_of_pos (by norm_num : (0 : ℝ) < 4)]
        ring
  have hR' := abs_le.mp hR
  rw [e, Real.norm_eq_abs, abs_le]
  constructor <;> nlinarith [sq_nonneg x, hR'.1, hR'.2]

/-- Reflection about `q = 2 k_F`: `F(1/x) = 1 - F(x)` for every `x ≠ 0`. -/
theorem lindhard_inv {x : ℝ} (hx : x ≠ 0) : lindhard x⁻¹ = 1 - lindhard x := by
  have h1 : 1 + x⁻¹ = (1 + x) / x := by
    field_simp
    ring
  have h2 : 1 - x⁻¹ = (-(1 - x)) / x := by
    field_simp
    ring
  have h3 : (1 - x⁻¹ ^ 2) / (4 * x⁻¹) = -((1 - x ^ 2) / (4 * x)) := by
    field_simp
    ring
  unfold lindhard
  rw [h3, h1, h2, div_div_div_cancel_right₀ hx, div_neg, abs_neg]
  ring

/-- Long-wavelength limit: `(1/F(x) - 1) / x²` tends to `1/3` as `x → 0`. -/
theorem long_wavelength :
    Tendsto (fun x => (1 / lindhard x - 1) / x ^ 2) (𝓝[≠] 0) (𝓝 (1 / 3)) := by
  have hg : Tendsto (fun x => 1 / 3 + x ^ 2 * quarticPart x) (𝓝[≠] 0) (𝓝 (1 / 3)) := by
    simpa only [zero_mul, add_zero] using (sq_limit.mul quarticPart_limit).const_add (1 / 3)
  have hF : Tendsto lindhard (𝓝[≠] 0) (𝓝 1) := by
    have h := (sq_limit.mul hg).const_sub 1
    rw [zero_mul, sub_zero] at h
    refine h.congr' ?_
    filter_upwards [self_mem_nhdsWithin] with x hx
    have hne : x ≠ 0 := hx
    unfold quarticPart
    field_simp
    ring
  have h := hg.div hF one_ne_zero
  rw [div_one] at h
  refine h.congr' ?_
  filter_upwards [self_mem_nhdsWithin, hF.eventually_ne one_ne_zero] with x hx hFx
  have hne : x ≠ 0 := hx
  simp only [Pi.div_apply, quarticPart]
  field_simp
  ring

/-- Inverse wavevectors tend to zero through non-zero values. -/
private theorem inv_limit : Tendsto (fun x : ℝ => x⁻¹) atTop (𝓝[≠] 0) :=
  tendsto_nhdsWithin_iff.mpr ⟨tendsto_inv_atTop_zero,
    (eventually_gt_atTop 0).mono fun x hx => by simpa using hx.ne'⟩

/-- Short-wavelength limit: `1/F(x) - 3x²` tends to `-3/5` as `x → ∞`. -/
theorem short_wavelength :
    Tendsto (fun x => 1 / lindhard x - 3 * x ^ 2) atTop (𝓝 (-3 / 5)) := by
  have hD := (sq_limit.mul quarticPart_limit).const_add (1 / 3)
  have hT := (quarticPart_limit.const_mul (-3)).div hD (by norm_num)
  have e : (-3 * (1 / 15) / (1 / 3 + 0 * (1 / 15)) : ℝ) = -3 / 5 := by norm_num
  rw [e] at hT
  have hne := hD.eventually_ne (show (1 / 3 + 0 * (1 / 15) : ℝ) ≠ 0 by norm_num)
  -- the reflection identity turns the expansion at zero into one at infinity
  have key : ∀ y : ℝ, y ≠ 0 → 1 / 3 + y ^ 2 * quarticPart y ≠ 0 →
      -3 * quarticPart y / (1 / 3 + y ^ 2 * quarticPart y) =
        1 / lindhard y⁻¹ - 3 * y⁻¹ ^ 2 := by
    intro y hy h0
    have hf : lindhard y⁻¹ = y ^ 2 * (1 / 3 + y ^ 2 * quarticPart y) := by
      rw [lindhard_inv hy]
      unfold quarticPart
      field_simp
      ring
    rw [hf]
    obtain ⟨D, hDy⟩ : ∃ D, D = 1 / 3 + y ^ 2 * quarticPart y := ⟨_, rfl⟩
    rw [← hDy] at h0 ⊢
    have hq : quarticPart y = (D - 1 / 3) / y ^ 2 := by
      rw [hDy]
      field_simp
      ring
    rw [hq]
    field_simp
    ring
  refine (hT.comp inv_limit).congr' ?_
  filter_upwards [inv_limit.eventually hne, eventually_gt_atTop 0] with x hx hpos
  have h := key x⁻¹ (inv_ne_zero hpos.ne') hx
  rw [inv_inv] at h
  exact h

/-- A weak cosine density wave on a uniform gas of density `n₀ > 0` changes the kinetic potential,
to first order, by its amplitude times `k_F²/(3n₀) (1 + 3 lam x²)` times the cosine, with
`x = q/(2k_F)`. -/
theorem kineticPotential_response (lam q r : ℝ) {n₀ : ℝ} (hn : 0 < n₀) :
    HasDerivAt (fun e => kineticPotential lam (fun s => n₀ + e * Real.cos (q * s)) r)
      (fermiWavevector n₀ ^ 2 / (3 * n₀) *
        gradientStiffness lam (q / (2 * fermiWavevector n₀)) * Real.cos (q * r)) 0 := by
  have hq : ∀ s : ℝ, HasDerivAt (fun s : ℝ => q * s) q s := fun s =>
    ((hasDerivAt_id' s).const_mul q).congr_deriv (mul_one q)
  have hd1 : ∀ e : ℝ, deriv (fun s => n₀ + e * Real.cos (q * s)) =
      fun s => -(e * q) * Real.sin (q * s) := fun e => funext fun s =>
    (((((hq s).cos).const_mul e).const_add n₀).congr_deriv (by ring)).deriv
  have hd2 : ∀ e s : ℝ, deriv (fun s => -(e * q) * Real.sin (q * s)) s =
      -(e * q ^ 2 * Real.cos (q * s)) := fun e s =>
    ((((hq s).sin).const_mul (-(e * q))).congr_deriv (by ring)).deriv
  simp only [kineticPotential, hd1, hd2]
  generalize Real.cos (q * r) = c
  generalize Real.sin (q * r) = s
  have hN : HasDerivAt (fun e : ℝ => n₀ + e * c) c 0 :=
    (((hasDerivAt_id' (0 : ℝ)).mul_const c).const_add n₀).congr_deriv (one_mul c)
  have hn0 : n₀ ≠ 0 := hn.ne'
  have hpi : Real.pi ≠ 0 := Real.pi_ne_zero
  have hX : 3 * Real.pi ^ 2 * n₀ ≠ 0 := by positivity
  have hk0 : fermiWavevector n₀ ≠ 0 := by
    unfold fermiWavevector
    positivity
  -- Thomas-Fermi part
  have hk : HasDerivAt (fun e => fermiWavevector (n₀ + e * c))
      (fermiWavevector n₀ / (3 * n₀) * c) 0 := by
    unfold fermiWavevector
    have h := (hN.const_mul (3 * Real.pi ^ 2)).rpow_const (p := 1 / 3)
      (Or.inl (by simp only [zero_mul, add_zero]; exact hX))
    refine h.congr_deriv ?_
    simp only [zero_mul, add_zero]
    rw [Real.rpow_sub_one hX]
    generalize (3 * Real.pi ^ 2 * n₀) ^ (1 / 3 : ℝ) = k
    field_simp
  have hA := (hk.fun_pow 2).div_const 2
  -- von Weizsaecker part: the squared gradient is of second order
  have hB : HasDerivAt (fun e : ℝ => (-(e * q) * s) ^ 2 / (8 * (n₀ + e * c) ^ 2)) 0 0 :=
    (((((hasDerivAt_id' (0 : ℝ)).mul_const q).fun_neg.mul_const s).fun_pow 2).fun_div
      ((hN.fun_pow 2).const_mul 8) (by simp [hn0])).congr_deriv (by simp)
  have hC : HasDerivAt (fun e : ℝ => -(e * q ^ 2 * c) / (4 * (n₀ + e * c)))
      (-(q ^ 2 * c) / (4 * n₀)) 0 := by
    refine ((((hasDerivAt_id' (0 : ℝ)).mul_const (q ^ 2)).mul_const c).fun_neg.fun_div
      (hN.const_mul 4) (by simp [hn0])).congr_deriv ?_
    simp only [zero_mul, add_zero, one_mul, neg_zero, sub_zero]
    field_simp
  refine (hA.fun_add ((hB.fun_sub hC).const_mul lam)).congr_deriv ?_
  simp only [zero_mul, add_zero, Nat.cast_ofNat, Nat.reduceSub, pow_one, gradientStiffness]
  field_simp
  ring

/-- The gradient-corrected model reproduces the `x²` term of `1/F` at long wavelength
exactly when the von Weizsaecker coefficient is `1/9`. -/
theorem long_wavelength_match (lam : ℝ) :
    Tendsto (fun x => (1 / lindhard x - gradientStiffness lam x) / x ^ 2) (𝓝[≠] 0) (𝓝 0)
      ↔ lam = 1 / 9 := by
  have h : Tendsto (fun x => (1 / lindhard x - gradientStiffness lam x) / x ^ 2)
      (𝓝[≠] 0) (𝓝 (1 / 3 - 3 * lam)) := by
    refine (long_wavelength.sub_const (3 * lam)).congr' ?_
    filter_upwards [self_mem_nhdsWithin] with x hx
    have hne : x ≠ 0 := hx
    unfold gradientStiffness
    generalize 1 / lindhard x = G
    field_simp
    ring
  constructor
  · intro h0
    linarith [tendsto_nhds_unique h h0]
  · intro hl
    rwa [show 1 / 3 - 3 * lam = 0 by rw [hl]; norm_num] at h

/-- The gradient-corrected model reproduces the `x²` growth of `1/F` at short wavelength
exactly when the von Weizsaecker coefficient is `1`. -/
theorem short_wavelength_match (lam : ℝ) :
    Tendsto (fun x => (1 / lindhard x - gradientStiffness lam x) / x ^ 2) atTop (𝓝 0)
      ↔ lam = 1 := by
  have h : Tendsto (fun x => (1 / lindhard x - gradientStiffness lam x) / x ^ 2)
      atTop (𝓝 (3 - 3 * lam)) := by
    have hs : Tendsto (fun x : ℝ => x⁻¹ ^ 2) atTop (𝓝 0) := sq_limit.comp inv_limit
    have h1 := ((short_wavelength.sub_const 1).mul hs).add_const (3 - 3 * lam)
    rw [mul_zero, zero_add] at h1
    refine h1.congr' ?_
    filter_upwards [eventually_gt_atTop 0] with x hx
    have hne : x ≠ 0 := hx.ne'
    unfold gradientStiffness
    generalize 1 / lindhard x = G
    field_simp
    ring
  constructor
  · intro h0
    linarith [tendsto_nhds_unique h h0]
  · intro hl
    rwa [show 3 - 3 * lam = 0 by rw [hl]; norm_num] at h

/-- No single von Weizsaecker coefficient reproduces the `x²` terms of the inverse Lindhard
function at both long and short wavelength. -/
theorem no_single_coefficient :
    ¬ ∃ lam : ℝ,
      Tendsto (fun x => (1 / lindhard x - gradientStiffness lam x) / x ^ 2) (𝓝[≠] 0) (𝓝 0) ∧
      Tendsto (fun x => (1 / lindhard x - gradientStiffness lam x) / x ^ 2) atTop (𝓝 0) := by
  rintro ⟨lam, h0, h1⟩
  have h2 := (long_wavelength_match lam).mp h0
  have h3 := (short_wavelength_match lam).mp h1
  linarith

end

end LindhardGradient
```

```lean
#print axioms LindhardGradient.kineticPotential_response
-- 'LindhardGradient.kineticPotential_response' depends on axioms: [propext, Classical.choice, Quot.sound]
#print axioms LindhardGradient.no_single_coefficient
-- 'LindhardGradient.no_single_coefficient' depends on axioms: [propext, Classical.choice, Quot.sound]
```

## What the theorems say

`lindhard` is $F$, `quarticPart` is $Q$, `lam` is $\lambda$ and `gradientStiffness` is $1+3\lambda x^2$. The filter `𝓝[≠] 0` means $x\to0$ from both sides with $x=0$ excluded; at that point Lean's division by zero would give $F$ the value $1/2$ instead of the physical 1. The filter `atTop` means $x\to+\infty$.

`long_wavelength` and `short_wavelength` are the limits $1/3$ and $-3/5$. `kineticPotential_response` says that the potential at any position $r$, as a function of the wave's amplitude, has the stated derivative at amplitude zero. It holds for every real $q$ and $\lambda$ and every $n_0>0$. At $q=0$ the wave is a uniform change of density, $\lambda$ drops out, and the Thomas-Fermi stiffness $k_F^2/(3n_0)$ remains.

`long_wavelength_match` and `short_wavelength_match` are equivalences: the difference of the stiffnesses, divided by $x^2$, tends to zero exactly when $\lambda=1/9$, or exactly when $\lambda=1$. The short-wave criterion concerns the growth only: with $\lambda=1$, $1/F-(1+3x^2)$ still tends to $-8/5$. `no_single_coefficient` excludes a common $\lambda$.

The formula for $F$ is a definition here, not derived from perturbation theory, and the kinetic potential is likewise written down, not obtained by varying an energy. The expression for $k_F$ stands for a three-dimensional, spin-unpolarised gas with a filled Fermi sphere. Exchange, correlation, temperature and nonlinear response are absent. For orbital-free density functional calculations, the result means that a Thomas-Fermi plus $\lambda$ von Weizsäcker functional with constant $\lambda$ and no further term cannot give both the leading long-wavelength correction and the short-wavelength growth of the inverse linear response of the non-interacting uniform gas.

## From the logarithm to the contradiction

`log_expansion` applies Mathlib's remainder bound for $\ln(1-t)$ at $t=x$ and $t=-x$. Subtracting cancels the even powers and leaves an error of at most $4|x|^7$ for $|x|\le1/2$.

`quarticPart_limit` writes $Q-\tfrac1{15}$ as $x^2/10$ minus a term carrying the logarithm's error. That term is at most $x^2$ in size, so the whole is at most $2x^2$, and a squeeze gives the limit.

`lindhard_inv` is the reflection identity. `long_wavelength` takes the limit of the quotient $(\tfrac13+x^2Q)/F$, having first shown $F\to1$. `short_wavelength` proves the identity for $-3Q/(\tfrac13+y^2Q)$ under the name `key` and composes the limit at zero with $y=1/x$.

In `kineticPotential_response`, `hd1` and `hd2` compute the spatial derivatives of the wave. Then `hk` differentiates $k_F$, `hB` shows that the squared gradient has zero first-order part, and `hC` treats the second derivative.

Each matching theorem computes the limit for general $\lambda$ and uses uniqueness of limits (`tendsto_nhds_unique`) to force it to equal zero. A common $\lambda$ would then make $1/9$ equal to $1$.

The same expansion also yields the next long-wavelength coefficient, which the file does not state:
$$\frac{1/F-1-x^2/3}{x^4}=\frac{\frac{1-F}{3x^2}+Q}{F}\to\frac19+\frac1{15}=\frac8{45}.$$
